# The difference between spin-averaging a spin-orbit matrix before and after inversion

The declaration `separation_defect` concerns the matrix `s + y K`, where `K` is the spin-orbit coupling `L · σ` of a finite-dimensional orbital space with a single spin one-half. The three orbital matrices are assumed to obey the angular momentum commutation relations and to have total square `ℓ (ℓ + 1)` times the identity; `ℓ`, `s` and `y` are complex numbers. Taking half the partial trace over spin after inverting this matrix, and subtracting the inverse of the matrix averaged in the same way, gives `ℓ (ℓ + 1) y² / (s (s + ℓ y) (s - (ℓ + 1) y))` times the orbital identity, provided the three factors of the denominator are nonzero. The attempt inserts an explicit formula for the inverse, averages both terms, and is left with an identity between complex fractions, which it hands to `field_simp` and `ring`.

An attempt in Lean 4 with a fault in it:

```lean
import Mathlib

open Matrix Complex Filter Topology
open scoped Kronecker

namespace SeparationDefect

noncomputable section

variable {n : Type*} [Fintype n] [DecidableEq n]

/-- The Pauli matrix for the x direction. -/
def σx : Matrix (Fin 2) (Fin 2) ℂ := !![0, 1; 1, 0]

/-- The Pauli matrix for the y direction. -/
def σy : Matrix (Fin 2) (Fin 2) ℂ := !![0, -I; I, 0]

/-- The Pauli matrix for the z direction. -/
def σz : Matrix (Fin 2) (Fin 2) ℂ := !![1, 0; 0, -1]

/-- The three matrices `L` obey the angular momentum commutation relations, and their
total square is `ℓ (ℓ + 1)` times the identity. -/
structure IsShell (L : Fin 3 → Matrix n n ℂ) (ℓ : ℂ) : Prop where
  xy : L 0 * L 1 - L 1 * L 0 = I • L 2
  yz : L 1 * L 2 - L 2 * L 1 = I • L 0
  zx : L 2 * L 0 - L 0 * L 2 = I • L 1
  square : L 0 * L 0 + L 1 * L 1 + L 2 * L 2 = (ℓ * (ℓ + 1)) • (1 : Matrix n n ℂ)

/-- The spin-orbit coupling matrix `K`, the sum of `L_k ⊗ σ_k` over the three directions. -/
def spinOrbit (L : Fin 3 → Matrix n n ℂ) : Matrix (n × Fin 2) (n × Fin 2) ℂ :=
  L 0 ⊗ₖ σx + L 1 ⊗ₖ σy + L 2 ⊗ₖ σz

/-- The spin-free part of an operator: half of its partial trace over spin. -/
def spinAverage (M : Matrix (n × Fin 2) (n × Fin 2) ℂ) : Matrix n n ℂ :=
  Matrix.of fun i j => (M (i, 0) (j, 0) + M (i, 1) (j, 1)) / 2

/-- The multiplication table of the Pauli matrices. -/
theorem pauli_products :
    σx * σx = 1 ∧ σy * σy = 1 ∧ σz * σz = 1 ∧
    σx * σy = I • σz ∧ σy * σx = (-I) • σz ∧
    σy * σz = I • σx ∧ σz * σy = (-I) • σx ∧
    σz * σx = I • σy ∧ σx * σz = (-I) • σy := by
  refine ⟨?_, ?_, ?_, ?_, ?_, ?_, ?_, ?_, ?_⟩ <;> ext i j <;> fin_cases i <;> fin_cases j <;>
    simp [σx, σy, σz, Matrix.mul_apply, Fin.sum_univ_two]

omit [DecidableEq n] in
/-- If the commutator of `A` and `B` is `i C`, then `i [A, B] ⊗ S` equals `-C ⊗ S` for
every spin matrix `S`. -/
theorem commutator_kronecker {A B C : Matrix n n ℂ} (h : A * B - B * A = I • C)
    (S : Matrix (Fin 2) (Fin 2) ℂ) :
    I • ((A * B) ⊗ₖ S) + (-I) • ((B * A) ⊗ₖ S) = -(C ⊗ₖ S) := by
  have h' : A * B = B * A + I • C := by rw [← h]; abel
  rw [h', Matrix.add_kronecker, Matrix.smul_kronecker, smul_add, smul_smul, Complex.I_mul_I]
  module

/-- On a shell, the inverse of `s + y K` is an explicit combination of the identity and `K`,
provided that `s + ℓ y` and `s - (ℓ + 1) y` are nonzero. -/
theorem inverse_formula {L : Fin 3 → Matrix n n ℂ} {ℓ s y : ℂ} (hL : IsShell L ℓ)
    (h1 : s + ℓ * y ≠ 0) (h2 : s - (ℓ + 1) * y ≠ 0) :
    (s • 1 + y • spinOrbit L)⁻¹ =
      ((s - y) / ((s + ℓ * y) * (s - (ℓ + 1) * y))) • 1 +
      (-y / ((s + ℓ * y) * (s - (ℓ + 1) * y))) • spinOrbit L := by
  -- the square of K, from the Pauli products and the commutators
  have hK : spinOrbit L * spinOrbit L = (ℓ * (ℓ + 1)) • 1 - spinOrbit L := by
    obtain ⟨xx, yy, zz, xy, yx, yz, zy, zx, xz⟩ := pauli_products
    have hC : (L 0 * L 0) ⊗ₖ (1 : Matrix (Fin 2) (Fin 2) ℂ) + (L 1 * L 1) ⊗ₖ 1
        + (L 2 * L 2) ⊗ₖ 1 = (ℓ * (ℓ + 1)) • 1 := by
      rw [← Matrix.add_kronecker, ← Matrix.add_kronecker, hL.square, Matrix.smul_kronecker,
        Matrix.one_kronecker_one]
    simp only [spinOrbit, add_mul, mul_add, ← Matrix.mul_kronecker_mul, xx, yy, zz, xy, yx,
      yz, zy, zx, xz, Matrix.kronecker_smul]
    linear_combination (norm := module) hC + commutator_kronecker hL.xy σz
      + commutator_kronecker hL.yz σx + commutator_kronecker hL.zx σy
  -- multiplying by the conjugate factor leaves a number
  have hN : (s • 1 + y • spinOrbit L) * ((s - y) • 1 + (-y) • spinOrbit L) =
      ((s + ℓ * y) * (s - (ℓ + 1) * y)) • 1 := by
    simp only [add_mul, mul_add, smul_mul_assoc, mul_smul_comm, one_mul, mul_one, hK]
    module
  apply Matrix.inv_eq_right_inv
  have hD := mul_ne_zero h1 h2
  generalize (s + ℓ * y) * (s - (ℓ + 1) * y) = D at hN hD ⊢
  have hf : ((s - y) / D) • 1 + (-y / D) • spinOrbit L =
      D⁻¹ • ((s - y) • 1 + (-y) • spinOrbit L) := by
    simp only [smul_add, smul_smul, div_eq_inv_mul]
  rw [hf, mul_smul_comm, hN, smul_smul, inv_mul_cancel₀ hD, one_smul]

omit [Fintype n] in
/-- The spin-free part of `a + b K` is `a` times the orbital identity. -/
theorem spinAverage_linear (L : Fin 3 → Matrix n n ℂ) (a b : ℂ) :
    spinAverage (a • 1 + b • spinOrbit L) = a • 1 := by
  ext i j
  by_cases h : i = j <;>
    simp [spinAverage, spinOrbit, σx, σy, σz, Matrix.one_apply, h]
  ring

/-- Removing spin-orbit terms after inverting `s + y K`, minus removing them before, gives
`ℓ (ℓ + 1) y² / (s (s + ℓ y) (s - (ℓ + 1) y))` times the orbital identity, when the three
factors of the denominator are nonzero. -/
theorem separation_defect {L : Fin 3 → Matrix n n ℂ} {ℓ s y : ℂ} (hL : IsShell L ℓ)
    (hs : s ≠ 0) (h1 : s + ℓ * y ≠ 0) (h2 : s - (ℓ + 1) * y ≠ 0) :
    spinAverage (s • 1 + y • spinOrbit L)⁻¹ - (spinAverage (s • 1 + y • spinOrbit L))⁻¹ =
      (ℓ * (ℓ + 1) * y ^ 2 / (s * (s + ℓ * y) * (s - (ℓ + 1) * y))) • 1 := by
  have hinv : (s • (1 : Matrix n n ℂ))⁻¹ = s⁻¹ • 1 := by
    apply Matrix.inv_eq_right_inv
    rw [smul_mul_assoc, one_mul, smul_smul, mul_inv_cancel₀ hs, one_smul]
  rw [inverse_formula hL h1 h2, spinAverage_linear, spinAverage_linear, hinv, ← sub_smul]
  congr 1
  field_simp
  ring

end

end SeparationDefect
```

Messages:

```
Try this:
  [apply] ring_nf
  
  The `ring` tactic failed to close the goal. Use `ring_nf` to obtain a normal form.
    
  Note that `ring` works primarily in *commutative* rings. If you have a noncommutative ring, abelian group or module, consider using `noncomm_ring`, `abel` or `module` instead.
Main.lean:102:75: error: unsolved goals
case e_a
n : Type u_1
inst✝¹ : Fintype n
inst✝ : DecidableEq n
L : Fin 3 → Matrix n n ℂ
ℓ s y : ℂ
hL : IsShell L ℓ
hs : s ≠ 0
h1 : s + ℓ * y ≠ 0
h2 : s - (ℓ + 1) * y ≠ 0
hinv : (s • 1)⁻¹ = s⁻¹ • 1
⊢ -1 - s * y * (-(s * y) + s ^ 2 - y ^ 2 * ℓ - y ^ 2 * ℓ ^ 2)⁻¹ +
      s ^ 2 * (-(s * y) + s ^ 2 - y ^ 2 * ℓ - y ^ 2 * ℓ ^ 2)⁻¹ =
    y ^ 2 * ℓ * (-(s * y) + s ^ 2 - y ^ 2 * ℓ - y ^ 2 * ℓ ^ 2)⁻¹ +
      y ^ 2 * ℓ ^ 2 * (-(s * y) + s ^ 2 - y ^ 2 * ℓ - y ^ 2 * ℓ ^ 2)⁻¹
```

The change, after which it compiles:

```diff
@@ -106,5 +106,8 @@
   rw [inverse_formula hL h1 h2, spinAverage_linear, spinAverage_linear, hinv, ← sub_smul]
   congr 1
-  field_simp
+  -- combine the fractions and compare numerators
+  rw [inv_eq_one_div, div_sub_div _ _ (mul_ne_zero h1 h2) hs,
+    div_eq_div_iff (mul_ne_zero (mul_ne_zero h1 h2) hs)
+      (mul_ne_zero (mul_ne_zero hs h1) h2)]
   ring
 
```

What went wrong. The first message says that `ring` did not close the goal. Its hint about noncommutative rings does not apply, since the goal is an equation in `ℂ`. The error shows what remained.

`field_simp` had cleared `s` from the denominators, but not the product `(s + ℓ * y) * (s - (ℓ + 1) * y)`, whose expanded form appears under the inverse in the remaining goal. The messages do not show why it stopped there. To finish, one must cancel this product against its inverse, which is allowed because `h1` and `h2` make both factors nonzero. `ring` does not use those hypotheses, so it could only rearrange the terms.

The repair clears the denominators explicitly. `inv_eq_one_div` writes `s⁻¹` as `1 / s`, `div_sub_div` combines the two fractions on the left, and `div_eq_div_iff` turns the equality of fractions into one of cross-multiplied products. The proofs that the denominators are nonzero are built from `hs`, `h1` and `h2` with `mul_ne_zero`. What is left is a polynomial identity without inverses, which `ring` proves. The added comment only describes the step.
